# When copies of an orbital density on a chain stop interacting beyond M cells, a uniform mesh of N > M wave numbers gives its self-interaction exactly

**Q:** A localised orbital density sits on a few cells of a crystal, here a chain. A Koopmans-type correction needs the interaction of that density with itself. A periodic calculation instead gives me a quantity at each wave number $q$, which I average over $N$ mesh points. That average ought to contain the density's periodic images too. How can it be the self-interaction of one isolated orbital density?

**A:** In general it isn't. Let $c_m$ be the interaction of the density with its copy $m$ cells away, so that $c_0$ is the self-interaction you want. With the cell spacing as the unit of length, the quantity at wave number $q$ is
$$C(q)=\sum_{m\in\mathbb Z} c_m e^{iqm}.$$
The average over $N$ points retains the copies at multiples of $N$ cells. If $c_m=0$ for $|m|>M$ and $N>M$, the only such copy that contributes is the density itself.

The definitions write this down directly. `phase` is $e^{iqm}$, `response` is $C(q)$ as a sum over all integers, and `meshAverage` averages over $q_j=2\pi j/N+\theta$ with $j=0,\dots,N-1$. The offset $\theta$ allows for shifted meshes.

```lean
import Mathlib

open scoped Real

namespace KoopmansMeshAverage

noncomputable section

/-- The Bloch phase `exp(iqm)` of cell `m` at wave number `q`. -/
def phase (q : ℝ) (m : ℤ) : ℂ := Complex.exp (q * m * Complex.I)

/-- The lattice Fourier sum `C(q) = ∑ c_m exp(iqm)` over all cells, for summable `c`. -/
def response (c : ℤ → ℂ) (q : ℝ) : ℂ := ∑' m : ℤ, c m * phase q m

/-- The average of `F` over the uniform mesh `q = 2πj/N + θ`, `j = 0, …, N-1`, for `N ≥ 1`. -/
def meshAverage (N : ℕ) (θ : ℝ) (F : ℝ → ℂ) : ℂ :=
  (∑ j ∈ Finset.range N, F (2 * π * j / N + θ)) / N
```

**Q:** Why do exactly the multiples of $N$ survive?

**A:** Put $z=e^{2\pi i m/N}$. Then $e^{iq_jm}=e^{i\theta m}z^j$, and the average of one phase is
$$\frac1N\sum_{j=0}^{N-1}e^{iq_jm}=\frac{e^{i\theta m}}{N}\sum_{j=0}^{N-1}z^j .$$
If $N$ divides $m$, then $z=1$, the sum is $N$, and the average is $e^{i\theta m}$. If $N$ does not divide $m$, then $z\neq1$ while $z^N=e^{2\pi i m}=1$. From
$$\Big(\sum_{j=0}^{N-1}z^j\Big)(z-1)=z^N-1=0$$
it follows that the sum vanishes.

```lean
/-- On a mesh of `N ≥ 1` points with offset `θ`, the phase of cell `m` averages to
`exp(iθm)` if `N` divides `m`, and to zero otherwise. -/
theorem meshAverage_phase {N : ℕ} (hN : 0 < N) (θ : ℝ) (m : ℤ) :
    meshAverage N θ (fun q => phase q m) = if (N : ℤ) ∣ m then phase θ m else 0 := by
  have hN0 : (N : ℂ) ≠ 0 := by exact_mod_cast hN.ne'
  obtain ⟨z, hz⟩ : ∃ z : ℂ, z = Complex.exp (2 * π * m / N * Complex.I) := ⟨_, rfl⟩
  -- the phases along the mesh form a geometric progression with ratio `z`
  have hterm : ∀ j : ℕ, phase (2 * π * j / N + θ) m = phase θ m * z ^ j := by
    intro j
    rw [hz, ← Complex.exp_nat_mul]
    unfold phase
    rw [← Complex.exp_add]
    congr 1
    push_cast
    ring
  unfold meshAverage
  simp only [hterm]
  rw [← Finset.mul_sum]
  split_ifs with h
  · have hz1 : z = 1 := by
      obtain ⟨k, hk⟩ := h
      rw [hz, Complex.exp_eq_one_iff]
      refine ⟨k, ?_⟩
      rw [hk]
      push_cast
      field_simp
    simp only [hz1, one_pow, Finset.sum_const, Finset.card_range, nsmul_eq_mul, mul_one]
    exact mul_div_cancel_right₀ _ hN0
  · have hz1 : z ≠ 1 := by
      intro h1
      rw [hz, Complex.exp_eq_one_iff] at h1
      obtain ⟨n, hn⟩ := h1
      apply h
      refine ⟨n, ?_⟩
      have hmn : (m : ℂ) = N * n := by
        apply mul_right_cancel₀ Complex.two_pi_I_ne_zero
        have h2 : (m : ℂ) * (2 * π * Complex.I)
            = N * (2 * π * m / N * Complex.I) := by field_simp
        rw [h2, hn]
        ring
      exact_mod_cast hmn
    have hzN : z ^ N = 1 := by
      rw [hz, ← Complex.exp_nat_mul, Complex.exp_eq_one_iff]
      exact ⟨m, by field_simp⟩
    -- the geometric sum closes on itself and vanishes
    have hg := geom_sum_mul z N
    rw [hzN, sub_self] at hg
    have hs := (mul_eq_zero.mp hg).resolve_right (sub_ne_zero.mpr hz1)
    rw [hs, mul_zero, zero_div]
```

The proof takes the same route. `hterm` pulls out the factor $e^{i\theta m}$, and `split_ifs` separates the two cases. `Complex.exp_eq_one_iff` turns $z=1$ into a statement about integers, which is how divisibility enters. `geom_sum_mul` is the last identity above.

**Q:** But $C(q)$ is an infinite sum. Are you allowed to exchange it with the average?

**A:** The hypothesis `hc` says that $c_m=0$ whenever $|m|>M$, so only finitely many terms are nonzero:
$$C(q)=\sum_{m=-M}^{M}c_m e^{iqm}.$$
The next lemma is this reduction, obtained with `tsum_eq_sum`.

```lean
/-- If `c_m` vanishes for `|m| > M`, then `C(q)` is the finite sum over `|m| ≤ M`. -/
theorem response_eq_sum {c : ℤ → ℂ} {M : ℕ} (hc : ∀ m : ℤ, (M : ℤ) < |m| → c m = 0)
    (q : ℝ) : response c q = ∑ m ∈ Finset.Icc (-(M : ℤ)) M, c m * phase q m := by
  unfold response
  apply tsum_eq_sum
  intro m hm
  have hlt : (M : ℤ) < |m| := by
    by_contra h
    exact hm (Finset.mem_Icc.mpr (abs_le.mp (not_lt.mp h)))
  rw [hc m hlt, zero_mul]
```

Two finite sums can be exchanged freely, and the phase average then selects the multiples of $N$:
$$\frac1N\sum_{j=0}^{N-1}C(q_j)=\sum_{m=-M}^{M}c_m\,\frac1N\sum_{j=0}^{N-1}e^{iq_jm}=\sum_{\substack{|m|\le M\\ N\mid m}}c_m e^{i\theta m}.$$

```lean
/-- If `c_m` vanishes for `|m| > M`, the average of `C` over a mesh of `N ≥ 1` points with
offset `θ` is the sum of `c_m exp(iθm)` over the multiples `m` of `N` with `|m| ≤ M`. -/
theorem meshAverage_response {c : ℤ → ℂ} {M N : ℕ}
    (hc : ∀ m : ℤ, (M : ℤ) < |m| → c m = 0) (hN : 0 < N) (θ : ℝ) :
    meshAverage N θ (response c) =
      ∑ m ∈ (Finset.Icc (-(M : ℤ)) M).filter (fun m => (N : ℤ) ∣ m), c m * phase θ m := by
  -- exchange the mesh average with the sum over cells
  have hswap : meshAverage N θ (response c) =
      ∑ m ∈ Finset.Icc (-(M : ℤ)) M, c m * meshAverage N θ (fun q => phase q m) := by
    unfold meshAverage
    simp only [response_eq_sum hc]
    rw [Finset.sum_comm, Finset.sum_div]
    apply Finset.sum_congr rfl
    intro m _
    rw [← Finset.mul_sum, mul_div_assoc]
  rw [hswap, Finset.sum_filter]
  apply Finset.sum_congr rfl
  intro m _
  rw [meshAverage_phase hN]
  split_ifs <;> simp
```

This holds for every $N\ge1$, including meshes that are too coarse. Inside the proof, `hswap` is the exchange of sums, and `meshAverage_phase` then evaluates each term.

**Q:** So the images are still there, and a finer mesh only moves them further away.

**A:** Yes, and once they are further away than $M$ cells they contribute nothing. Write a surviving index as $m=kN$ with $k$ an integer. If $N>M$, then $|k|N\le M<N$ forces $k=0$. The phase at $m=0$ is $1$, so the average is $c_0$ for any offset.

```lean
/-- If `c_m` vanishes for `|m| > M` and the mesh has `N > M` points, the average of `C` is
exactly `c_0`, for every mesh offset `θ`. -/
theorem meshAverage_eq_self {c : ℤ → ℂ} {M N : ℕ}
    (hc : ∀ m : ℤ, (M : ℤ) < |m| → c m = 0) (hMN : M < N) (θ : ℝ) :
    meshAverage N θ (response c) = c 0 := by
  have hMN' : (M : ℤ) < N := by exact_mod_cast hMN
  have hset : (Finset.Icc (-(M : ℤ)) M).filter (fun m => (N : ℤ) ∣ m) = {0} := by
    ext m
    simp only [Finset.mem_filter, Finset.mem_Icc, Finset.mem_singleton]
    constructor
    · rintro ⟨⟨h1, h2⟩, k, rfl⟩
      have hk1 : k < 1 := by
        by_contra h
        have h' : 1 ≤ k := not_lt.mp h
        nlinarith
      have hk2 : -1 < k := by
        by_contra h
        have h' : k ≤ -1 := not_lt.mp h
        nlinarith
      have hk : k = 0 := by omega
      rw [hk, mul_zero]
    · rintro rfl
      exact ⟨⟨by omega, by omega⟩, dvd_zero _⟩
  rw [meshAverage_response hc (by omega) θ, hset, Finset.sum_singleton]
  simp [phase]
```

Here `hset` states that the set of surviving indices is $\{0\}$, and the `nlinarith` calls give $-1<k<1$.

**Q:** Would $N=M$ do as well?

**A:** Not in general. For $N=M\ge1$ the bound allows $k=-1,0,1$, which are three different cells. Without an offset all their phases equal $1$, and the average is $c_0+c_M+c_{-M}$.

```lean
/-- If `c_m` vanishes for `|m| > M` and `M ≥ 1`, the mesh `q = 2πj/M` with only `M` points
gives `c_0 + c_M + c_{-M}`. -/
theorem meshAverage_at_threshold {c : ℤ → ℂ} {M : ℕ}
    (hc : ∀ m : ℤ, (M : ℤ) < |m| → c m = 0) (hM : 0 < M) :
    meshAverage M 0 (response c) = c 0 + c M + c (-M) := by
  have hM' : (0 : ℤ) < M := by exact_mod_cast hM
  have hset : (Finset.Icc (-(M : ℤ)) M).filter (fun m => (M : ℤ) ∣ m)
      = {0, (M : ℤ), -(M : ℤ)} := by
    ext m
    simp only [Finset.mem_filter, Finset.mem_Icc, Finset.mem_insert, Finset.mem_singleton]
    constructor
    · rintro ⟨⟨h1, h2⟩, k, rfl⟩
      have hk1 : k ≤ 1 := by nlinarith
      have hk2 : -1 ≤ k := by nlinarith
      interval_cases k <;> simp
    · rintro (rfl | rfl | rfl)
      · exact ⟨⟨by omega, by omega⟩, dvd_zero _⟩
      · exact ⟨⟨by omega, le_refl _⟩, dvd_refl _⟩
      · exact ⟨⟨le_refl _, by omega⟩, (dvd_refl _).neg_right⟩
  have h0 : (0 : ℤ) ∉ ({(M : ℤ), -(M : ℤ)} : Finset ℤ) := by
    simp only [Finset.mem_insert, Finset.mem_singleton]
    omega
  have h1 : (M : ℤ) ∉ ({-(M : ℤ)} : Finset ℤ) := by
    simp only [Finset.mem_singleton]
    omega
  rw [meshAverage_response hc hM 0, hset, Finset.sum_insert h0, Finset.sum_insert h1,
    Finset.sum_singleton]
  simp [phase, add_assoc]
```

`interval_cases k` goes through the three values, while `h0` and `h1` confirm that the indices are distinct, so each is counted once. The average is wrong whenever $c_M+c_{-M}\neq0$.

**Q:** My main doubt remains. You assumed that $c_m$ has finite range, and $c$ could be any sequence of numbers. Where is the orbital?

**A:** It enters now. The density $\rho_R(x)$ lives on $L+1$ consecutive cells $R=0,\dots,L$, with finitely many points $x$ in each; in Lean these are `Fin (L + 1)` and the finite type `ι`. The kernel $W_d(x,y)$ couples a point $x$ to a point $y$ that lies $d$ cells further along. A copy shifted by $m$ cells has its part $R'$ in cell $R'+m$, hence
$$c_m=\sum_{R,R'=0}^{L}\sum_{x,y}\rho_R(x)\,W_{R'+m-R}(x,y)\,\rho_{R'}(y).$$

```lean
variable {ι : Type*} [Fintype ι] {L : ℕ}

/-- The interaction of a density `ρ`, living on `L + 1` consecutive cells with points `ι` in
each, with its copy `m` cells away; `W d x y` couples points `x`, `y` in cells `d` apart. -/
def copyInteraction (W : ℤ → ι → ι → ℝ) (ρ : Fin (L + 1) → ι → ℝ) (m : ℤ) : ℝ :=
  ∑ R : Fin (L + 1), ∑ R' : Fin (L + 1), ∑ x, ∑ y,
    ρ R x * W (((R' : ℕ) : ℤ) + m - ((R : ℕ) : ℤ)) x y * ρ R' y
```

There is no factor $\tfrac12$, so a Hartree-type energy would be half of $c_0$. Density and kernel are real, and the kernel need not be symmetric.

**Q:** And the range?

**A:** It follows from the extent of the density and the range of the kernel. Suppose $W_d=0$ for $|d|>K$, which stands for an interaction that is truncated, or idealised as fully screened, beyond $K$ cells. Since $|R'-R|\le L$, every $m$ with $|m|>L+K$ satisfies
$$|R'+m-R|\ge|m|-L>K,$$
so every term of $c_m$ vanishes.

```lean
/-- If the kernel vanishes beyond `K` cells, a density on `L + 1` consecutive cells does not
interact with its copies more than `L + K` cells away. -/
theorem copyInteraction_eq_zero {W : ℤ → ι → ι → ℝ} {K : ℕ}
    (hW : ∀ d x y, (K : ℤ) < |d| → W d x y = 0) (ρ : Fin (L + 1) → ι → ℝ)
    (m : ℤ) (hm : ((L + K : ℕ) : ℤ) < |m|) : copyInteraction W ρ m = 0 := by
  unfold copyInteraction
  refine Finset.sum_eq_zero fun R _ => Finset.sum_eq_zero fun R' _ =>
    Finset.sum_eq_zero fun x _ => Finset.sum_eq_zero fun y _ => ?_
  have hR := R.isLt
  have hR' := R'.isLt
  rw [hW _ x y (by rw [lt_abs] at hm ⊢; omega), mul_zero, zero_mul]
```

The lemma shows that each term of the fourfold sum is zero. `lt_abs` splits the absolute values into signed cases, and `omega` settles the integer inequality.

Taking $M=L+K$ in the earlier theorem gives the statement about the orbital density: any mesh with $N>L+K$ points, shifted or not, returns $c_0$.

```lean
/-- For a density on `L + 1` consecutive cells and a kernel that vanishes beyond `K` cells,
a mesh of `N > L + K` points returns the interaction of the density with itself exactly. -/
theorem orbital_selfInteraction {W : ℤ → ι → ι → ℝ} {K N : ℕ}
    (hW : ∀ d x y, (K : ℤ) < |d| → W d x y = 0) (ρ : Fin (L + 1) → ι → ℝ)
    (hN : L + K < N) (θ : ℝ) :
    meshAverage N θ (response fun m => (copyInteraction W ρ m : ℂ))
      = (copyInteraction W ρ 0 : ℂ) := by
  refine meshAverage_eq_self (M := L + K) (fun m hm => ?_) hN θ
  rw [copyInteraction_eq_zero hW ρ m hm, Complex.ofReal_zero]

end

end KoopmansMeshAverage
```

```lean
#print axioms KoopmansMeshAverage.meshAverage_at_threshold
#print axioms KoopmansMeshAverage.orbital_selfInteraction
```

```
'KoopmansMeshAverage.meshAverage_at_threshold' depends on axioms: [propext, Classical.choice, Quot.sound]
'KoopmansMeshAverage.orbital_selfInteraction' depends on axioms: [propext, Classical.choice, Quot.sound]
```

**Q:** A real kernel has a tail. Is rapid decay not good enough?

**A:** Not for exactness. Take one cell with one point, $\rho=1$, and $W_d=2^{-|d|}$. Then $c_m=2^{-|m|}$, and the unshifted mesh gives
$$\sum_{k\in\mathbb Z}c_{kN}=1+2\sum_{k=1}^{\infty}2^{-kN}=1+\frac{2}{2^N-1},$$
which differs from $c_0=1$ for every $N\ge1$. Exponential decay therefore does not guarantee an exact result: in this example every unshifted mesh leaves an error, although the error shrinks quickly as $N$ grows. This little sum is worked by hand and does not come from the Lean file.

**Q:** Then what may I conclude for an actual Koopmans calculation?

**A:** For a fixed density confined to $L+1$ consecutive cells of a chain, and a kernel that vanishes beyond $K$ cells, any uniform mesh of more than $L+K$ points removes the image interactions from the self-interaction term completely. The bare Coulomb interaction does not satisfy the hypothesis on $W$, and an orbital whose tail runs along the whole chain does not satisfy the one on the density. The theorem also takes the density as given, whereas in a calculation the orbital may itself change with the mesh. Three-dimensional meshes, and the response of the other electrons beyond what a fixed $W$ can represent, would need separate statements.
